# Conjugation by exp(T) mixes matrices by exp(Ω) when their commutators with T mix them by Ω

The declaration takes a finite family of complex square matrices `γ μ`, a complex matrix `T` and a real matrix `Ω`, with [γ^μ, T] = Σ_ν Ω^μ_ν γ^ν for every μ. It states that exp(T)⁻¹ γ^μ exp(T) = Σ_ν exp(Ω)^μ_ν γ^ν, so the infinitesimal mixing exponentiates to a finite one. This is the form in which Dirac matrices transform under Lorentz transformations, but no Clifford relation is assumed, and `Ω` need not be a Lorentz generator. The attempt writes φ(M) = Σ_ν M^μ_ν γ^ν and tries to show that exp(tT) φ(exp(tΩ)) exp(−tT) has zero derivative in t, so that its values at t = 1 and t = 0 agree.

Lean 4 with Mathlib refuses this proof:

```lean
import Mathlib

open Matrix NormedSpace
open scoped Matrix.Norms.Operator

namespace ConjExpOfCommutator

noncomputable section

variable {ι n : Type*} [Fintype ι] [DecidableEq ι] [Fintype n] [DecidableEq n]

/-- If `[γ^μ, T] = Ω^μ_ν γ^ν` for all `μ`, then
`exp(T)⁻¹ γ^μ exp(T) = exp(Ω)^μ_ν γ^ν`. -/
theorem conj_exp_of_commutator {γ : ι → Matrix n n ℂ} {T : Matrix n n ℂ} {Ω : Matrix ι ι ℝ}
    (h : ∀ μ, γ μ * T - T * γ μ = ∑ ν, Ω μ ν • γ ν) (μ : ι) :
    (NormedSpace.exp T)⁻¹ * γ μ * NormedSpace.exp T
      = ∑ ν, (NormedSpace.exp Ω) μ ν • γ ν := by
  obtain ⟨φ, hφ⟩ : ∃ φ : Matrix ι ι ℝ →L[ℝ] Matrix n n ℂ, ∀ M, φ M = ∑ ν, M μ ν • γ ν :=
    ⟨LinearMap.toContinuousLinearMap
      { toFun := fun M => ∑ ν, M μ ν • γ ν
        map_add' := fun M N => by simp [add_smul, Finset.sum_add_distrib]
        map_smul' := fun c M => by simp [mul_smul, Finset.smul_sum] }, fun _ => rfl⟩
  have key : ∀ M, φ (M * Ω) = φ M * T - T * φ M := by
    intro M
    simp only [hφ, Finset.sum_mul, Finset.mul_sum, ← Finset.sum_sub_distrib,
      smul_mul_assoc, mul_smul_comm, ← smul_sub, h, Matrix.mul_apply, Finset.sum_smul,
      Finset.smul_sum, smul_smul]
    exact Finset.sum_comm
  have alg : ∀ A B C : Matrix n n ℂ,
      (A * T * B + A * (B * T - T * B)) * C + A * B * (-T * C) = 0 := by
    intro A B C
    noncomm_ring
  -- the back-transformed gamma matrix does not depend on the parameter t
  have hF : ∀ t : ℝ, HasDerivAt (fun t : ℝ => NormedSpace.exp (t • T)
      * φ (NormedSpace.exp (t • Ω)) * NormedSpace.exp (t • (-T))) 0 t := by
    intro t
    have h1 := hasDerivAt_exp_smul_const T t
    have h2 := φ.hasFDerivAt.comp_hasDerivAt t (hasDerivAt_exp_smul_const Ω t)
    have h3 := hasDerivAt_exp_smul_const' (-T) t
    refine ((h1.fun_mul h2).fun_mul h3).congr_deriv ?_
    rw [key]
    exact alg _ _ _
  have hc : NormedSpace.exp T * φ (NormedSpace.exp Ω) * NormedSpace.exp (-T) = γ μ := by
    have h01 := is_const_of_deriv_eq_zero (fun t => (hF t).differentiableAt)
      (fun t => (hF t).deriv) 1 0
    simpa [hφ, Matrix.one_apply, NormedSpace.exp_zero] using h01
  have hS : (NormedSpace.exp T)⁻¹ * NormedSpace.exp T = 1 :=
    nonsing_inv_mul _ ((isUnit_iff_isUnit_det _).1 (Matrix.isUnit_exp T))
  rw [← hφ (NormedSpace.exp Ω), ← hc, Matrix.exp_neg]
  calc _ = ((NormedSpace.exp T)⁻¹ * NormedSpace.exp T) * φ (NormedSpace.exp Ω)
        * ((NormedSpace.exp T)⁻¹ * NormedSpace.exp T) := by simp only [mul_assoc]
    _ = _ := by rw [hS, one_mul, mul_one]

end

end ConjExpOfCommutator
```

Messages:

```
Main.lean:41:8: error: Tactic `rewrite` failed: Did not find an occurrence of the pattern
  φ (?M * Ω)
in the target expression
  (exp (t • T) * T * (⇑φ ∘ fun u => exp (u • Ω)) t + exp (t • T) * φ (exp (t • Ω) * Ω)) * exp (t • -T) +
      exp (t • T) * (⇑φ ∘ fun u => exp (u • Ω)) t * (-T * exp (t • -T)) =
    0

ι : Type u_1
n : Type u_2
inst✝³ : Fintype ι
inst✝² : DecidableEq ι
inst✝¹ : Fintype n
inst✝ : DecidableEq n
γ : ι → Matrix n n ℂ
T : Matrix n n ℂ
Ω : Matrix ι ι ℝ
h : ∀ (μ : ι), γ μ * T - T * γ μ = ∑ ν, Ω μ ν • γ ν
μ : ι
φ : Matrix ι ι ℝ →L[ℝ] Matrix n n ℂ
hφ : ∀ (M : Matrix ι ι ℝ), φ M = ∑ ν, M μ ν • γ ν
key : ∀ (M : Matrix ι ι ℝ), φ (M * Ω) = φ M * T - T * φ M
alg : ∀ (A B C : Matrix n n ℂ), (A * T * B + A * (B * T - T * B)) * C + A * B * (-T * C) = 0
t : ℝ
h1 : HasDerivAt (fun u => exp (u • T)) (exp (t • T) * T) t
h2 : HasDerivAt (⇑φ ∘ fun u => exp (u • Ω)) (φ (exp (t • Ω) * Ω)) t
h3 : HasDerivAt (fun u => exp (u • -T)) (-T * exp (t • -T)) t
⊢ (exp (t • T) * T * (⇑φ ∘ fun u => exp (u • Ω)) t + exp (t • T) * φ (exp (t • Ω) * Ω)) * exp (t • -T) +
      exp (t • T) * (⇑φ ∘ fun u => exp (u • Ω)) t * (-T * exp (t • -T)) =
    0

Note: The target expression is not type-correct under the `implicit` transparency level, which may have triggered the failure. This is usually caused by unfolding of semireducible definitions in prior tactic steps. Use `set_option linter.tacticCheckInstances true` to investigate the source of the issue.
Full error:
  Application type mismatch: The argument
    φ
  has type
    @ContinuousLinearMap ℝ ℝ Real.semiring Real.semiring (RingHom.id ℝ) (Matrix ι ι ℝ) instTopologicalSpaceMatrix
      addCommMonoid (Matrix n n ℂ) instTopologicalSpaceMatrix addCommMonoid module module
  but is expected to have type
    @ContinuousLinearMap ℝ ℝ Field.toSemifield.toDivisionSemiring.toSemiring
      Field.toSemifield.toDivisionSemiring.toSemiring (RingHom.id ℝ) (Matrix ι ι ℝ)
      PseudoMetricSpace.toUniformSpace.toTopologicalSpace Matrix.linftyOpNormedAddCommGroup.toAddCommMonoid
      (Matrix n n ℂ) PseudoMetricSpace.toUniformSpace.toTopologicalSpace
      Matrix.linftyOpNormedAddCommGroup.toAddCommMonoid Matrix.linftyOpNormedSpace.toModule
      Matrix.linftyOpNormedSpace.toModule
  in the application
    ⇑φ
```

The error says that `rw [key]` cannot find `φ (?M * Ω)`, though the goal visibly contains `φ (exp (t • Ω) * Ω)`. The difference lies in hidden instances. `φ` was a continuous linear map, typed with the ordinary matrix topology and algebraic structure, and `key` applies it that way. The derivative in `h2` instead applies it as a map whose type takes these structures from the operator norm. As the note reports, the two types do not match at the `implicit` transparency level, and the rewrite fails.

The repair makes `φ` a plain function, so applying it no longer involves those structures. The continuous linear map survives as `ψ`, used only to prove the derivative statement `hd`. That statement is written out in terms of the plain `φ`, and `exact h2` is able to identify the two forms. With `h2` now taken from `hd`, the goal contains the expression in the form `key` expects, and the rewrite succeeds. The added comment is mere tidying.

The repair, with which the file compiles:

```diff
@@ -16,9 +16,15 @@
     (NormedSpace.exp T)⁻¹ * γ μ * NormedSpace.exp T
       = ∑ ν, (NormedSpace.exp Ω) μ ν • γ ν := by
-  obtain ⟨φ, hφ⟩ : ∃ φ : Matrix ι ι ℝ →L[ℝ] Matrix n n ℂ, ∀ M, φ M = ∑ ν, M μ ν • γ ν :=
-    ⟨LinearMap.toContinuousLinearMap
+  -- contraction with the gamma matrices is linear, so it can be differentiated through
+  obtain ⟨φ, hφ, hd⟩ : ∃ φ : Matrix ι ι ℝ → Matrix n n ℂ,
+      (∀ M, φ M = ∑ ν, M μ ν • γ ν) ∧ ∀ t : ℝ, HasDerivAt
+        (fun u : ℝ => φ (NormedSpace.exp (u • Ω))) (φ (NormedSpace.exp (t • Ω) * Ω)) t := by
+    let ψ : Matrix ι ι ℝ →L[ℝ] Matrix n n ℂ := LinearMap.toContinuousLinearMap
       { toFun := fun M => ∑ ν, M μ ν • γ ν
         map_add' := fun M N => by simp [add_smul, Finset.sum_add_distrib]
-        map_smul' := fun c M => by simp [mul_smul, Finset.smul_sum] }, fun _ => rfl⟩
+        map_smul' := fun c M => by simp [mul_smul, Finset.smul_sum] }
+    refine ⟨fun M => ψ M, fun _ => rfl, fun t => ?_⟩
+    have h2 := ψ.hasFDerivAt.comp_hasDerivAt t (hasDerivAt_exp_smul_const Ω t)
+    exact h2
   have key : ∀ M, φ (M * Ω) = φ M * T - T * φ M := by
     intro M
@@ -36,5 +42,5 @@
     intro t
     have h1 := hasDerivAt_exp_smul_const T t
-    have h2 := φ.hasFDerivAt.comp_hasDerivAt t (hasDerivAt_exp_smul_const Ω t)
+    have h2 := hd t
     have h3 := hasDerivAt_exp_smul_const' (-T) t
     refine ((h1.fun_mul h2).fun_mul h3).congr_deriv ?_
```
